# With a logarithmic dispersion, the thermal momentum shell shrinks as T/ln(1/T)

In the Hartree-Fock electron gas, exchange through the bare Coulomb repulsion gives the excitation energy a logarithm at small distance $k$ from the Fermi surface: $\varepsilon(k)=k\,(v+c\ln(1/k))$ with $c>0$. For this dispersion, let $x(T)$ be the momentum distance, tending to zero with $T$, at which the excitation energy equals the temperature $T$. Then

$$\frac{c\,x(T)\ln(1/T)}{T}\to 1\qquad (T\to0^+).$$

The constant $c$ measures the strength of the unscreened exchange; screening would remove the logarithm. The constant $v$ collects the regular part of the velocity and the reference wave number inside the logarithm, so it may have either sign. Units have $\hbar=k_B=1$.

The hypotheses leave one step to the physicist: replacing the self-consistent Hartree-Fock spectrum at temperature $T$ by this fixed leading form.

## The dispersion and its thermal shell

In Lean 4 with Mathlib:

```lean
import Mathlib

open Filter Topology

namespace HartreeFockThermalShell

noncomputable section

/-- Excitation energy per unit momentum, `v + c ln(1/k)`, at distance `k > 0` from the
Fermi surface. -/
def meanVelocity (v c k : ℝ) : ℝ := v + c * Real.log (1 / k)
```

This defines $W(k)=v+c\ln(1/k)$, where `ℝ` is the type of real numbers and `Real.log` is the natural logarithm. Despite its name, `meanVelocity` is not the group velocity. It is the energy per momentum $\varepsilon/k$, whereas the group velocity is $d\varepsilon/dk=W-c$.

```lean
/-- Logarithmic dispersion `ε(k) = k (v + c ln(1/k))` at distance `k > 0` from the
Fermi surface. -/
def dispersion (v c k : ℝ) : ℝ := k * meanVelocity v c k
```

The excitation energy is $\varepsilon(k)=k\,W(k)$. Only the side $k>0$ has a physical meaning here.

```lean
/-- A thermal momentum shell: a width `x(T)` that tends to zero through positive values as
`T → 0+` and at which, for all small `T > 0`, the excitation energy equals `T`
(units with Boltzmann constant one). -/
def IsThermalShell (v c : ℝ) (x : ℝ → ℝ) : Prop :=
  Tendsto x (𝓝[>] 0) (𝓝[>] 0) ∧ ∀ᶠ T in 𝓝[>] (0 : ℝ), dispersion v c (x T) = T
```

`IsThermalShell v c x` is a statement about a function $x$, with two parts joined by `∧` ("and"). The symbol `𝓝[>] 0` stands for "approaching 0 from above", so the first part says that $x(T)\to0$ through positive values as $T\to0^+$. The second part, with `∀ᶠ` read as "for all sufficiently small $T>0$", says that $\varepsilon(x(T))=T$.

Positivity and the energy equation alone would not give the law. The dispersion bends over and returns to zero at $k=e^{v/c}$, so for small $T$ there is a second solution near that point, and it does not shrink.

## Divergence at the Fermi surface, and existence of a shell

```lean
/-- For `c > 0` the excitation energy per unit momentum diverges at the Fermi surface. -/
theorem meanVelocity_tendsto {c : ℝ} (hc : 0 < c) (v : ℝ) :
    Tendsto (meanVelocity v c) (𝓝[>] 0) atTop := by
  have h : Tendsto (fun k : ℝ => Real.log (1 / k)) (𝓝[>] 0) atTop := by
    simp only [one_div]
    exact Real.tendsto_log_atTop.comp tendsto_inv_nhdsGT_zero
  exact tendsto_atTop_add_const_left _ v (h.const_mul_atTop hc)
```

Here `(hc : 0 < c)` is a hypothesis with a name, and `Tendsto … atTop` means "tends to $+\infty$". The argument is short: as $k\to0^+$, $1/k\to\infty$, hence $\ln(1/k)\to\infty$. Multiplying by $c>0$ and adding $v$ preserves the divergence. The proof makes these moves in the same order.

```lean
/-- For `c > 0` and any real `v`, the logarithmic dispersion has a thermal shell. -/
theorem exists_thermalShell {c : ℝ} (hc : 0 < c) (v : ℝ) :
    ∃ x, IsThermalShell v c x := by
  have hcont : Continuous (dispersion v c) := by
    have h : dispersion v c = fun k => v * k - c * (k * Real.log k) := by
      funext k
      simp only [dispersion, meanVelocity, one_div, Real.log_inv]
      ring
    rw [h]
    exact (continuous_const.mul continuous_id).sub
      (continuous_const.mul Real.continuous_mul_log)
  -- for small `T` the energy at momentum `T` exceeds `T`, so it equals `T` somewhere below
  have key : ∀ᶠ T in 𝓝[>] (0 : ℝ), ∃ k : ℝ, 0 < k ∧ k ≤ T ∧ dispersion v c k = T := by
    filter_upwards [self_mem_nhdsWithin,
      (meanVelocity_tendsto hc v).eventually_ge_atTop 1] with T hT hW
    have hT' : 0 < T := hT
    have h0 : dispersion v c 0 = 0 := by simp [dispersion]
    have h1 : T ≤ dispersion v c T := le_mul_of_one_le_right hT'.le hW
    obtain ⟨k, hk, hkT⟩ := intermediate_value_Icc hT'.le hcont.continuousOn
      ⟨h0.le.trans hT'.le, h1⟩
    refine ⟨k, lt_of_le_of_ne hk.1 ?_, hk.2, hkT⟩
    rintro rfl
    linarith
  obtain ⟨x, hx⟩ : ∃ x : ℝ → ℝ, ∀ᶠ T in 𝓝[>] (0 : ℝ),
      0 < x T ∧ x T ≤ T ∧ dispersion v c (x T) = T :=
    ⟨fun T => Classical.epsilon (fun k : ℝ => 0 < k ∧ k ≤ T ∧ dispersion v c k = T),
      key.mono fun T h => Classical.epsilon_spec h⟩
  refine ⟨x, tendsto_nhdsWithin_iff.2 ⟨?_, hx.mono fun T h => h.1⟩,
    hx.mono fun T h => h.2.2⟩
  exact tendsto_of_tendsto_of_tendsto_of_le_of_le' tendsto_const_nhds
    (tendsto_id.mono_left nhdsWithin_le_nhds)
    (hx.mono fun T h => h.1.le) (hx.mono fun T h => h.2.1)
```

A thermal shell exists for every $c>0$ and every real $v$. By hand:

1. Since $W$ diverges, $W(T)\ge1$ for small $T$, so at momentum $k=T$ the energy is $\varepsilon(T)=T\,W(T)\ge T$.
2. At $k=0$ the energy is $0<T$.
3. Writing $\varepsilon(k)=vk-c\,k\ln k$ shows that $\varepsilon$ is continuous, including at $k=0$. By the intermediate value theorem, some $k\in[0,T]$ has $\varepsilon(k)=T$, and $k\neq0$ because $\varepsilon(0)\ne T$.
4. Choose one such $k$ for each small $T$ and call it $x(T)$. Then $0<x(T)\le T$, which forces $x(T)\to0$.

In the code, `hcont` is the continuity and `key` contains steps 1 to 3. `Classical.epsilon` makes the choice in step 4; it is a choice operator and has nothing to do with the energy $\varepsilon$. The last lines squeeze $x(T)$ between $0$ and $T$.

## An exact identity and the shell law

```lean
/-- Exact form of the scaling ratio: with `W` the excitation energy per unit momentum at `k`,
`c k ln(1/ε)/ε = 1 - v/W - c ln(W)/W` whenever `k > 0` and `W > 0`. -/
theorem shell_identity {v c k : ℝ} (hk : 0 < k) (hW : 0 < meanVelocity v c k) :
    c * k * Real.log (1 / dispersion v c k) / dispersion v c k =
      1 - v / meanVelocity v c k
        - c * (Real.log (meanVelocity v c k) / meanVelocity v c k) := by
  have hd : meanVelocity v c k = v + c * Real.log (1 / k) := rfl
  have hlog : Real.log (1 / (k * meanVelocity v c k)) =
      Real.log (1 / k) - Real.log (meanVelocity v c k) := by
    simp only [one_div, Real.log_inv]
    rw [Real.log_mul hk.ne' hW.ne']
    ring
  unfold dispersion
  rw [hlog]
  generalize meanVelocity v c k = W at *
  generalize Real.log (1 / k) = L at *
  generalize Real.log W = M at *
  have hr : (1 - v / W - c * (M / W)) * (k * W) = k * (W - v - c * M) := by
    field_simp
  rw [div_eq_iff (mul_pos hk hW).ne', hr]
  linear_combination -k * hd
```

This holds at every $k>0$ with $W(k)>0$, without any limit. Write $W$ for $W(k)$ and $L=\ln(1/k)$, so that $W=v+cL$ and $\varepsilon=kW$. Then $\ln(1/\varepsilon)=L-\ln W$, and

$$\frac{c\,k\ln(1/\varepsilon)}{\varepsilon}=\frac{c\,k\,(L-\ln W)}{kW}=\frac{cL-c\ln W}{W}=\frac{W-v-c\ln W}{W}=1-\frac{v}{W}-\frac{c\ln W}{W}.$$

The step `hlog` splits the logarithm. The `generalize` lines then replace $W$, $L$ and $\ln W$ by plain letters, so that only algebra remains. `field_simp` clears denominators, and `linear_combination` finishes by using $W=v+cL$, which the code calls `hd`.

```lean
/-- Along a thermal shell with `c > 0`, the excitation energy per unit momentum diverges
as `T → 0+`. -/
theorem shell_velocity_tendsto {v c : ℝ} {x : ℝ → ℝ} (hc : 0 < c)
    (h : IsThermalShell v c x) :
    Tendsto (fun T => meanVelocity v c (x T)) (𝓝[>] 0) atTop :=
  (meanVelocity_tendsto hc v).comp h.1
```

Along a shell, $x(T)\to0^+$, and $W(k)\to\infty$ as $k\to0^+$. Composing the two limits gives $W(x(T))\to\infty$.

```lean
/-- Thermal shell law: for `c > 0`, every thermal shell of the logarithmic dispersion obeys
`c x(T) ln(1/T) / T → 1` as `T → 0+`. -/
theorem thermalShell_asymptotics {v c : ℝ} {x : ℝ → ℝ} (hc : 0 < c)
    (h : IsThermalShell v c x) :
    Tendsto (fun T => c * x T * Real.log (1 / T) / T) (𝓝[>] 0) (𝓝 1) := by
  have hW := shell_velocity_tendsto hc h
  -- both corrections in the exact identity vanish for large `W`
  have hlim : Tendsto (fun W : ℝ => 1 - v / W - c * (Real.log W / W)) atTop (𝓝 1) := by
    have h1 : Tendsto (fun W : ℝ => Real.log W / W) atTop (𝓝 0) :=
      Real.isLittleO_log_id_atTop.tendsto_div_nhds_zero
    have h2 : Tendsto (fun W : ℝ => v / W) atTop (𝓝 0) :=
      tendsto_const_nhds.div_atTop tendsto_id
    have h3 := (h2.const_sub 1).sub (h1.const_mul c)
    simpa only [mul_zero, sub_zero] using h3
  refine (hlim.comp hW).congr' ?_
  filter_upwards [h.2, (tendsto_nhdsWithin_iff.1 h.1).2, hW.eventually_gt_atTop 0]
    with T hT hk hWT
  have hq := shell_identity hk hWT
  rw [hT] at hq
  exact hq.symm
```

This is the main result. The notation `𝓝 1` on the right means that the limit is 1. Put $k=x(T)$ in the identity. Since $\varepsilon(x(T))=T$ for small $T$,

$$\frac{c\,x(T)\ln(1/T)}{T}=1-\frac{v}{W}-\frac{c\ln W}{W},\qquad W=W(x(T))\to\infty.$$

Both $v/W$ and $\ln W/W$ vanish as $W\to\infty$, so the right side tends to 1. In the proof, `hlim` is this limit in the variable $W$. The `filter_upwards` step gathers what holds for small $T$ (the shell equation, $x(T)>0$ and $W>0$), and `congr'` transfers the limit between two functions that agree there.

**A numerical instance.** Take $v=c=1$ and $x=e^{-9}$. Then $W=1+9=10$ and $T=10\,e^{-9}\approx1.23\times10^{-3}$, with $\ln(1/T)=9-\ln10\approx6.697$. The ratio is $6.697/10\approx0.670$, and the identity gives the same: $1-0.1-0.230=0.670$. For $x=e^{-99}$ one has $W=100$ and $T\approx10^{-41}$, and the ratio is still only about $0.944$. The approach to 1 is logarithmically slow.

## The shell as the scale of thermal excitation

```lean
/-- For `c > 0` the thermal shell is narrower than linear in temperature:
`x(T)/T → 0` as `T → 0+`. -/
theorem thermalShell_div_tendsto_zero {v c : ℝ} {x : ℝ → ℝ} (hc : 0 < c)
    (h : IsThermalShell v c x) :
    Tendsto (fun T => x T / T) (𝓝[>] 0) (𝓝 0) := by
  have hW := shell_velocity_tendsto hc h
  refine hW.inv_tendsto_atTop.congr' ?_
  filter_upwards [h.2, (tendsto_nhdsWithin_iff.1 h.1).2] with T hT hk
  have hk' : x T ≠ 0 := ne_of_gt hk
  have hq : x T / dispersion v c (x T) = (meanVelocity v c (x T))⁻¹ := by
    unfold dispersion
    rw [div_mul_eq_div_div, div_self hk', one_div]
  rw [hT] at hq
  exact hq.symm
```

Dividing $x(T)$ by $T=\varepsilon(x(T))=x(T)\,W(x(T))$ gives

$$\frac{x(T)}{T}=\frac{1}{W(x(T))}\to0.$$

A linear dispersion $\varepsilon=uk$ with $u>0$ would give the constant $1/u$ instead, so the logarithm makes the shell narrower at low temperature than any such linear law does. The line `hq` is the displayed equality, before $\varepsilon(x(T))$ is replaced by $T$.

```lean
/-- For `c > 0`, with momentum measured in units of the thermal shell and energy in units of
temperature, the dispersion becomes linear: `ε(y x(T))/T → y` for each fixed `y > 0`. -/
theorem rescaled_dispersion {v c y : ℝ} {x : ℝ → ℝ} (hc : 0 < c) (hy : 0 < y)
    (h : IsThermalShell v c x) :
    Tendsto (fun T => dispersion v c (y * x T) / T) (𝓝[>] 0) (𝓝 y) := by
  have hW := shell_velocity_tendsto hc h
  have hlim : Tendsto (fun T => y * (1 + c * Real.log (1 / y) / meanVelocity v c (x T)))
      (𝓝[>] 0) (𝓝 (y * (1 + 0))) :=
    ((tendsto_const_nhds.div_atTop hW).const_add 1).const_mul y
  rw [add_zero, mul_one] at hlim
  refine hlim.congr' ?_
  filter_upwards [h.2, (tendsto_nhdsWithin_iff.1 h.1).2, hW.eventually_gt_atTop 0]
    with T hT hk hWT
  have hk' : x T ≠ 0 := ne_of_gt hk
  -- rescaling the momentum only shifts the logarithm by a constant
  have e : meanVelocity v c (y * x T) = meanVelocity v c (x T) + c * Real.log (1 / y) := by
    simp only [meanVelocity, one_div, Real.log_inv]
    rw [Real.log_mul hy.ne' hk']
    ring
  have hq : dispersion v c (y * x T) / dispersion v c (x T) =
      y * (1 + c * Real.log (1 / y) / meanVelocity v c (x T)) := by
    unfold dispersion
    rw [e]
    generalize meanVelocity v c (x T) = W at *
    generalize Real.log (1 / y) = l at *
    field_simp
  rw [hT] at hq
  exact hq.symm
```

Now measure momentum in units of the shell, $k=y\,x(T)$ with $y>0$ fixed. The rescaling only shifts the logarithm, $W(yx)=W(x)+c\ln(1/y)$, which is the line `e` in the code. Therefore

$$\frac{\varepsilon(y\,x(T))}{T}=\frac{y\,x\,W(yx)}{x\,W(x)}=y\left(1+\frac{c\ln(1/y)}{W(x(T))}\right)\to y.$$

In these units the dispersion becomes linear. The limit is taken separately for each $y$; no uniformity in $y$ is stated.

```lean
/-- For `c > 0`, a thermal shell `x` and fixed `y > 0`, the Fermi occupation of the state at
momentum `y x(T)` above the Fermi surface, with the chemical potential held at the Fermi energy,
tends to `1/(exp y + 1)` as `T → 0+`. -/
theorem rescaled_occupation {v c y : ℝ} {x : ℝ → ℝ} (hc : 0 < c) (hy : 0 < y)
    (h : IsThermalShell v c x) :
    Tendsto (fun T => 1 / (Real.exp (dispersion v c (y * x T) / T) + 1))
      (𝓝[>] 0) (𝓝 (1 / (Real.exp y + 1))) := by
  have he := ((Real.continuous_exp.tendsto y).comp (rescaled_dispersion hc hy h)).add_const 1
  exact tendsto_const_nhds.div he (by positivity)

end

end HartreeFockThermalShell
```

The expression is the Fermi function for a state above the Fermi surface, with energies counted from a chemical potential that stays at the Fermi energy. By the previous limit and the continuity of the exponential,

$$\frac{1}{e^{\varepsilon(y\,x(T))/T}+1}\to\frac{1}{e^{y}+1}.$$

The proof composes the two limits and divides; `positivity` confirms that the denominator $e^y+1$ is not zero. The limiting occupation depends on $y$ alone, so $x(T)$ sets the momentum width over which thermal occupation is appreciable.

For electronic structure, this bears on the low-temperature thermodynamics of the unscreened Hartree-Fock gas, within the model of a fixed logarithmic dispersion. The number of states in a thin shell around a three-dimensional Fermi surface is proportional to its width, which suggests an entropy and a heat capacity scaling as $T/\ln(1/T)$ in place of the usual linear law. That last inference is a scaling argument, not proved here. It counts only states near the Fermi surface: the second zero of the formula, at $k=e^{v/c}$, lies outside the small-$k$ range that the leading form describes, and including it would add a spurious entropy linear in $T$. Nor do the limits above, taken separately for each $y$, by themselves justify taking the limit inside the entropy integral.

```lean
#print axioms HartreeFockThermalShell.exists_thermalShell
-- 'HartreeFockThermalShell.exists_thermalShell' depends on axioms: [propext, Classical.choice, Quot.sound]
#print axioms HartreeFockThermalShell.thermalShell_asymptotics
-- 'HartreeFockThermalShell.thermalShell_asymptotics' depends on axioms: [propext, Classical.choice, Quot.sound]
#print axioms HartreeFockThermalShell.thermalShell_div_tendsto_zero
-- 'HartreeFockThermalShell.thermalShell_div_tendsto_zero' depends on axioms: [propext, Classical.choice, Quot.sound]
#print axioms HartreeFockThermalShell.rescaled_occupation
-- 'HartreeFockThermalShell.rescaled_occupation' depends on axioms: [propext, Classical.choice, Quot.sound]
```
